# The perturbation series for the double occupancy of the half-filled Hubbard atom has convergence radius \(2\pi T\)

Take the Hubbard atom in the grand-canonical ensemble at temperature \(T>0\), with Boltzmann's constant set to 1. The chemical potential \(U/2\) keeps it half filled on average. With a constant \(U/4\) added to the energy, its partition function at complex interaction \(U\) is

\[
Z(U)=4\cosh\frac{U}{4T},
\]

which vanishes exactly at \(U=2\pi i T(2n+1)\), with \(n\) an integer. Wherever \(Z(U)\neq 0\), the double occupancy is

\[
D(U)=\frac{1}{2\left(1+e^{U/(2T)}\right)} .
\]

It is analytic but unbounded on the disc \(|U|<2\pi T\). Its power series about \(U=0\) sums to \(D(U)\) inside this disc, and the terms of the series are unbounded when \(|U|>2\pi T\).

## Partial sums at large \(U/T\)

When an observable is expanded in powers of the interaction, the convergence radius tells where the partial sums approach a limit as orders are added. For a single half-filled site without hopping, the partial sums for the double occupancy converge when \(|U|/T<2\pi\) and diverge when \(|U|/T>2\pi\). A solver that sums this same series, in powers of \(U\) with the atom kept at half filling, should show the same behaviour, and growing terms beyond the threshold are then not in themselves a sign of a bug. Other expansions can behave differently: the power series of \(Z(U)\) itself converges for every \(U\).

The real axis gives no warning of the threshold. For real \(U\) the denominator \(2(1+e^{U/(2T)})\) is positive and \(D\) is smooth. The obstruction sits at the imaginary interactions \(\pm 2\pi iT\), where the partition function vanishes.

In the limit \(T\to0\) the radius shrinks to zero. The closed form shows what happens to the function: \(D\) tends to \(0\) for real \(U>0\), to \(1/2\) for real \(U<0\), and stays at \(1/4\) for \(U=0\). The limit is a step, which no power series about \(U=0\) can represent.

## From four Boltzmann weights to the radius

Let \(a,b\in\{0,1\}\) be the spin-up and spin-down occupations. The energy is

\[
E(a,b)=U\left(a-\tfrac12\right)\left(b-\tfrac12\right).
\]

The empty and doubly occupied states have energy \(U/4\), and the two singly occupied states have energy \(-U/4\). With \(w=U/(4T)\), the weights are \(e^{-w}\) for the first pair and \(e^{w}\) for the second, so

\[
Z=2e^{-w}+2e^{w}=4\cosh w .
\]

**Zeros.** Since \(\cosh w=\cos(iw)\), the partition function vanishes exactly when \(iw=(2k+1)\pi/2\) for some integer \(k\). Then \(U=4Tw=-2\pi iT(2k+1)\), and setting \(n=-k-1\) gives \(U=2\pi iT(2n+1)\). The integer \(2n+1\) is odd, so \(|2n+1|\ge1\) and every zero satisfies \(|U|\ge2\pi T\).

**Double occupancy.** The product \(ab\) is 1 only in the doubly occupied state. Where \(Z\ne0\),

\[
D=\frac{e^{-w}}{2e^{-w}+2e^{w}}=\frac{1}{2(1+e^{2w})},
\qquad\text{so}\qquad
D(U)\cdot 2\left(1+e^{U/(2T)}\right)=1 .
\]

Write \(R=2\pi T\). On \(|U|<R\) there are no zeros of \(Z\), so the product identity holds and its second factor never vanishes. Hence \(D\) is the reciprocal of a non-vanishing analytic function, and is itself analytic.

**Unboundedness.** Suppose \(|D|\le M\) on the open disc. Taking moduli in the product identity gives

\[
1\le M\left|2\left(1+e^{U/(2T)}\right)\right|
\]

there. Both sides are continuous in \(U\), so the inequality extends to the closed disc. At \(U=2\pi iT\) the exponential is \(e^{i\pi}=-1\), and the inequality reads \(1\le0\).

**Series.** Let \(c_n=D^{(n)}(0)/n!\), now with \(n\ge0\) the order of the expansion. Analyticity on the disc gives \(D(U)=\sum_n c_nU^n\) for \(|U|<R\), with absolute convergence.

Suppose the series also converged absolutely at some \(U\) with \(|U|\ge R\). Every \(V\) with \(|V|<R\) would then satisfy

\[
|D(V)|\le\sum_n|c_nV^n|\le\sum_n|c_nU^n|,
\]

which bounds \(D\) on the disc and contradicts the previous step.

Finally, suppose \(|c_nU^n|\le M\) for all \(n\) at some \(U\) with \(|U|>R\). With \(q=R/|U|<1\),

\[
|c_nR^n|=|c_nU^n|\,q^n\le Mq^n .
\]

The geometric series would make the expansion absolutely convergent at \(R\), which has just been excluded.

## The Lean file

```lean
import Mathlib

namespace HubbardAtom

noncomputable section

/-- The occupation number, 0 or 1, of one spin orbital. -/
def occ (a : Fin 2) : ℂ := ((a : ℕ) : ℂ)

/-- The energy of the half-filled Hubbard atom with spin-up occupation `a` and spin-down
occupation `b`, at complex interaction `U`. -/
def energy (U : ℂ) (a b : Fin 2) : ℂ := U * (occ a - 1 / 2) * (occ b - 1 / 2)

/-- The Boltzmann weight of an occupation state at temperature `T`. -/
def weight (T : ℝ) (U : ℂ) (a b : Fin 2) : ℂ := Complex.exp (-(energy U a b) / T)

/-- The partition function: the sum of the Boltzmann weights of the four states. -/
def partitionFunction (T : ℝ) (U : ℂ) : ℂ := ∑ a : Fin 2, ∑ b : Fin 2, weight T U a b

/-- The double occupancy: the thermal average of the product of the two occupations. -/
def doubleOccupancy (T : ℝ) (U : ℂ) : ℂ :=
  (∑ a : Fin 2, ∑ b : Fin 2, occ a * occ b * weight T U a b) / partitionFunction T U

/-- The coefficient of `U ^ n` in the perturbation series of the double occupancy about
`U = 0`. -/
def coeff (T : ℝ) (n : ℕ) : ℂ :=
  iteratedDeriv n (doubleOccupancy T) 0 / (n.factorial : ℂ)

/-- The Boltzmann weights of the empty, doubly occupied and two singly occupied states. -/
theorem weight_values (T : ℝ) (U : ℂ) :
    weight T U 0 0 = Complex.exp (-(U / (4 * T))) ∧
    weight T U 1 1 = Complex.exp (-(U / (4 * T))) ∧
    weight T U 0 1 = Complex.exp (U / (4 * T)) ∧
    weight T U 1 0 = Complex.exp (U / (4 * T)) := by
  have h0 : occ 0 = 0 := by simp [occ]
  have h1 : occ 1 = 1 := by simp [occ]
  refine ⟨?_, ?_, ?_, ?_⟩ <;> simp only [weight, energy, h0, h1] <;> congr 1 <;> ring

/-- The partition function of the Hubbard atom is `4 cosh (U / (4 T))`. -/
theorem partitionFunction_eq (T : ℝ) (U : ℂ) :
    partitionFunction T U = 4 * Complex.cosh (U / (4 * T)) := by
  obtain ⟨h00, h11, h01, h10⟩ := weight_values T U
  simp only [partitionFunction, Fin.sum_univ_two, h00, h11, h01, h10]
  rw [Complex.cosh]
  ring

/-- The partition function vanishes exactly at the interactions `U = 2 π i T (2 n + 1)` with
`n` an integer. -/
theorem partitionFunction_eq_zero_iff {T : ℝ} (hT : 0 < T) (U : ℂ) :
    partitionFunction T U = 0 ↔
      ∃ n : ℤ, U = 2 * Real.pi * Complex.I * T * (2 * n + 1) := by
  have hT' : (T : ℂ) ≠ 0 := by exact_mod_cast hT.ne'
  have h4 : 4 * (T : ℂ) ≠ 0 := mul_ne_zero (by norm_num) hT'
  obtain ⟨w, hw⟩ : ∃ w : ℂ, w = U / (4 * T) := ⟨_, rfl⟩
  -- zeros of the hyperbolic cosine are rotated zeros of the cosine
  have key : partitionFunction T U = 0 ↔
      ∃ k : ℤ, w * Complex.I = (2 * k + 1) * Real.pi / 2 := by
    rw [partitionFunction_eq, ← hw, ← Complex.cos_mul_I, mul_eq_zero,
      or_iff_right (by norm_num : (4 : ℂ) ≠ 0), Complex.cos_eq_zero_iff]
  rw [key]
  constructor
  · rintro ⟨k, hk⟩
    have e : U = w * (4 * T) := by rw [hw, div_mul_cancel₀ _ h4]
    refine ⟨-k - 1, ?_⟩
    push_cast
    linear_combination e - 4 * T * Complex.I * hk + w * 4 * T * Complex.I_sq
  · rintro ⟨n, hn⟩
    have e : w = Real.pi * Complex.I * (2 * n + 1) / 2 := by
      rw [hw, hn, div_eq_iff h4]
      ring
    refine ⟨-n - 1, ?_⟩
    push_cast
    linear_combination Complex.I * e + Real.pi * (2 * n + 1) / 2 * Complex.I_sq

/-- Wherever the partition function is non-zero, the double occupancy is the reciprocal of
`2 (1 + exp (U / (2 T)))`, written here as a product equal to one. -/
theorem doubleOccupancy_mul {T : ℝ} {U : ℂ} (hZ : partitionFunction T U ≠ 0) :
    doubleOccupancy T U * (2 * (1 + Complex.exp (U / (2 * T)))) = 1 := by
  obtain ⟨h00, h11, h01, h10⟩ := weight_values T U
  have h0 : occ 0 = 0 := by simp [occ]
  have h1 : occ 1 = 1 := by simp [occ]
  -- only the doubly occupied state contributes to the numerator
  have hd : doubleOccupancy T U = Complex.exp (-(U / (4 * T))) / partitionFunction T U := by
    simp only [doubleOccupancy, Fin.sum_univ_two, h0, h1, h11]
    congr 1
    ring
  have hs : U / (2 * (T : ℂ)) = U / (4 * T) + U / (4 * T) := by ring
  have he : Complex.exp (-(U / (4 * T))) * Complex.exp (U / (4 * T)) = 1 := by
    rw [← Complex.exp_add, neg_add_cancel, Complex.exp_zero]
  rw [hd, div_mul_eq_mul_div, div_eq_one_iff_eq hZ, partitionFunction_eq, Complex.cosh, hs,
    Complex.exp_add]
  linear_combination 2 * Complex.exp (U / (4 * T)) * he

/-- The partition function has no zero in the disc `|U| < 2 π T`. -/
theorem partitionFunction_ne_zero {T : ℝ} (hT : 0 < T) {U : ℂ}
    (hU : ‖U‖ < 2 * Real.pi * T) : partitionFunction T U ≠ 0 := by
  intro hZ
  obtain ⟨n, hn⟩ := (partitionFunction_eq_zero_iff hT U).1 hZ
  have hR : 0 < 2 * Real.pi * T := by positivity
  have e : U = ((2 * Real.pi * T * (2 * n + 1) : ℝ) : ℂ) * Complex.I := by
    rw [hn]
    push_cast
    ring
  have h1 : (1 : ℝ) ≤ |2 * (n : ℝ) + 1| := by
    have h : (1 : ℤ) ≤ |2 * n + 1| := Int.one_le_abs (by omega)
    exact_mod_cast h
  rw [e, norm_mul, Complex.norm_I, mul_one, Complex.norm_real, Real.norm_eq_abs, abs_mul,
    abs_of_pos hR] at hU
  nlinarith

/-- The double occupancy is analytic in the disc `|U| < 2 π T`. -/
theorem doubleOccupancy_analytic {T : ℝ} (hT : 0 < T) :
    AnalyticOnNhd ℂ (doubleOccupancy T) (Metric.ball 0 (2 * Real.pi * T)) := by
  refine DifferentiableOn.analyticOnNhd ?_ Metric.isOpen_ball
  have hl : Differentiable ℂ (fun U : ℂ => U / (2 * (T : ℂ))) := differentiable_id.div_const _
  have hg : Differentiable ℂ (fun U : ℂ => 2 * (1 + Complex.exp (U / (2 * (T : ℂ))))) :=
    (hl.cexp.const_add 1).const_mul 2
  have hm : ∀ U ∈ Metric.ball (0 : ℂ) (2 * Real.pi * T),
      doubleOccupancy T U * (2 * (1 + Complex.exp (U / (2 * T)))) = 1 := fun U hU =>
    doubleOccupancy_mul (partitionFunction_ne_zero hT (mem_ball_zero_iff.1 hU))
  have hi : DifferentiableOn ℂ (fun U : ℂ => (2 * (1 + Complex.exp (U / (2 * (T : ℂ)))))⁻¹)
      (Metric.ball 0 (2 * Real.pi * T)) := fun U hU =>
    ((hg U).inv (right_ne_zero_of_mul_eq_one (hm U hU))).differentiableWithinAt
  exact hi.congr fun U hU => eq_inv_of_mul_eq_one_left (hm U hU)

/-- The double occupancy takes arbitrarily large values in the disc `|U| < 2 π T`. -/
theorem doubleOccupancy_unbounded {T : ℝ} (hT : 0 < T) (M : ℝ) :
    ∃ U : ℂ, ‖U‖ < 2 * Real.pi * T ∧ M < ‖doubleOccupancy T U‖ := by
  by_contra! h
  have hR : 0 < 2 * Real.pi * T := by positivity
  have hT' : (T : ℂ) ≠ 0 := by exact_mod_cast hT.ne'
  -- a bound on the open disc would persist on its boundary
  have hc : IsClosed {U : ℂ | 1 ≤ M * ‖2 * (1 + Complex.exp (U / (2 * (T : ℂ))))‖} :=
    isClosed_le continuous_const (by fun_prop)
  have hs : Metric.ball (0 : ℂ) (2 * Real.pi * T) ⊆
      {U : ℂ | 1 ≤ M * ‖2 * (1 + Complex.exp (U / (2 * (T : ℂ))))‖} := by
    intro U hU
    have hU' := mem_ball_zero_iff.1 hU
    have h1 := congrArg norm (doubleOccupancy_mul (partitionFunction_ne_zero hT hU'))
    rw [norm_mul, norm_one] at h1
    have h2 := mul_le_mul_of_nonneg_right (h U hU')
      (norm_nonneg (2 * (1 + Complex.exp (U / (2 * (T : ℂ))))))
    rw [h1] at h2
    exact h2
  have hcl := closure_minimal hs hc
  rw [closure_ball _ hR.ne'] at hcl
  have hp : ((2 * Real.pi * T : ℝ) : ℂ) * Complex.I ∈
      Metric.closedBall (0 : ℂ) (2 * Real.pi * T) := by
    rw [mem_closedBall_zero_iff, norm_mul, Complex.norm_I, mul_one, Complex.norm_real,
      Real.norm_eq_abs, abs_of_pos hR]
  have h3 : 1 ≤ M * ‖2 * (1 + Complex.exp
      (((2 * Real.pi * T : ℝ) : ℂ) * Complex.I / (2 * (T : ℂ))))‖ := hcl hp
  have e : ((2 * Real.pi * T : ℝ) : ℂ) * Complex.I / (2 * (T : ℂ)) = Real.pi * Complex.I := by
    rw [div_eq_iff (mul_ne_zero two_ne_zero hT')]
    push_cast
    ring
  rw [e, Complex.exp_pi_mul_I, add_neg_cancel, mul_zero, norm_zero, mul_zero] at h3
  linarith

/-- For `|U| < 2 π T` the perturbation series sums to the double occupancy. -/
theorem hasSum_series {T : ℝ} (hT : 0 < T) {U : ℂ} (hU : ‖U‖ < 2 * Real.pi * T) :
    HasSum (fun n => coeff T n * U ^ n) (doubleOccupancy T U) := by
  have h := Complex.hasSum_taylorSeries_on_ball (doubleOccupancy_analytic hT).differentiableOn
    (mem_ball_zero_iff.2 hU)
  have e : (fun n => coeff T n * U ^ n) = fun n : ℕ =>
      (n.factorial : ℂ)⁻¹ • (U - 0) ^ n • iteratedDeriv n (doubleOccupancy T) 0 := by
    funext n
    simp only [coeff, smul_eq_mul, sub_zero]
    ring
  rw [e]
  exact h

/-- The perturbation series converges absolutely exactly when `|U| < 2 π T`. -/
theorem summable_norm_iff {T : ℝ} (hT : 0 < T) (U : ℂ) :
    Summable (fun n => ‖coeff T n * U ^ n‖) ↔ ‖U‖ < 2 * Real.pi * T := by
  refine ⟨fun hs => ?_, fun hU => (hasSum_series hT hU).summable.norm⟩
  by_contra hle
  have hle' := not_lt.1 hle
  -- absolute convergence at `U` would bound the double occupancy on the whole disc
  obtain ⟨V, hV, hM⟩ := doubleOccupancy_unbounded hT (∑' n, ‖coeff T n * U ^ n‖)
  have hVU : ‖V‖ ≤ ‖U‖ := by linarith
  have hb := tsum_of_norm_bounded (f := fun n => coeff T n * V ^ n) hs.hasSum (fun n => by
    rw [norm_mul, norm_mul, norm_pow, norm_pow]
    gcongr)
  rw [(hasSum_series hT hV).tsum_eq] at hb
  linarith

/-- The perturbation series of the double occupancy has convergence radius `2 π T`: it sums to
the double occupancy for `|U| < 2 π T`, and its terms are unbounded for `|U| > 2 π T`. -/
theorem perturbation_series_radius {T : ℝ} (hT : 0 < T) :
    (∀ U : ℂ, ‖U‖ < 2 * Real.pi * T →
      HasSum (fun n => coeff T n * U ^ n) (doubleOccupancy T U)) ∧
    (∀ U : ℂ, 2 * Real.pi * T < ‖U‖ → ∀ M : ℝ, ∃ n : ℕ, M < ‖coeff T n * U ^ n‖) := by
  refine ⟨fun U hU => hasSum_series hT hU, fun U hU M => ?_⟩
  by_contra! h
  have hR : 0 < 2 * Real.pi * T := by positivity
  have hU0 : 0 < ‖U‖ := hR.trans hU
  obtain ⟨q, hq⟩ : ∃ q : ℝ, q = 2 * Real.pi * T / ‖U‖ := ⟨_, rfl⟩
  have hq0 : 0 ≤ q := by rw [hq]; positivity
  have hq1 : q < 1 := by rw [hq]; exact (div_lt_one hU0).2 hU
  have hqU : 2 * Real.pi * T = q * ‖U‖ := by rw [hq, div_mul_cancel₀ _ hU0.ne']
  have hV : ‖((2 * Real.pi * T : ℝ) : ℂ)‖ = 2 * Real.pi * T := by
    rw [Complex.norm_real, Real.norm_eq_abs, abs_of_pos hR]
  -- bounded terms at `U` give a geometric majorant on the circle of radius `2 π T`
  have hs : Summable (fun n => ‖coeff T n * ((2 * Real.pi * T : ℝ) : ℂ) ^ n‖) := by
    refine Summable.of_nonneg_of_le (fun n => norm_nonneg _) (fun n => ?_)
      ((summable_geometric_of_lt_one hq0 hq1).mul_left M)
    have e : ‖coeff T n * ((2 * Real.pi * T : ℝ) : ℂ) ^ n‖ = ‖coeff T n * U ^ n‖ * q ^ n := by
      rw [norm_mul, norm_pow, hV, hqU, norm_mul, norm_pow, mul_pow]
      ring
    rw [e]
    exact mul_le_mul_of_nonneg_right (h n) (pow_nonneg hq0 n)
  have hlt := (summable_norm_iff hT _).1 hs
  rw [hV] at hlt
  exact lt_irrefl _ hlt

end

end HubbardAtom
```

```lean
#print axioms HubbardAtom.perturbation_series_radius
```

```
'HubbardAtom.perturbation_series_radius' depends on axioms: [propext, Classical.choice, Quot.sound]
```

## The physics as Lean states it

The type `Fin 2` holds the two possible occupations of a spin orbital, and `occ` turns them into the complex numbers 0 and 1. The functions `energy`, `weight`, `partitionFunction` and `doubleOccupancy` follow the formulas above, with `T` real and `U` complex. The model enters as four occupation states with assigned energies; the file has no creation operators or Fock space.

The form of `energy` fixes half filling for every \(U\). Compared with \(Uab-\mu(a+b)\), it corresponds to a chemical potential \(\mu=U/2\) that moves with the interaction, together with a constant energy shift \(U/4\). An expansion at fixed \(\mu\) is a different series, and these theorems don't apply to it.

`partitionFunction_eq_zero_iff` gives the zeros as an equivalence. `doubleOccupancy_mul` states the closed form as a product equal to one, under the hypothesis that the partition function is non-zero. The hypothesis is needed: at a zero of \(Z\), Lean's division by zero returns 0 and the product is 0.

The open disc is `Metric.ball 0 (2 * Real.pi * T)`. The coefficient `coeff T n` is the \(n\)-th derivative at \(U=0\) divided by \(n!\); it is not built from diagrams or Wick contractions. `perturbation_series_radius` expresses the radius through two properties: `HasSum` inside the disc, and terms exceeding any given `M` outside it.

On the circle \(|U|=2\pi T\), `summable_norm_iff` rules out absolute convergence and says nothing about conditional convergence. The theorems concern one site and one observable, and they give no radius for a lattice or for a site coupled to a bath.

## How the Lean proofs follow the calculation

`weight_values` computes the four weights, and `partitionFunction_eq` adds them. For the zeros, the proof rewrites the hyperbolic cosine with `Complex.cos_mul_I` and applies Mathlib's `Complex.cos_eq_zero_iff`. The substitution \(n=-k-1\) appears as `-k - 1`, and `linear_combination` checks the remaining algebra. `partitionFunction_ne_zero` then uses the fact that an odd integer has absolute value at least 1.

`doubleOccupancy_analytic` shows that the reciprocal is complex differentiable on the disc, transfers this to the double occupancy through the product identity, and uses the theorem that complex differentiability on an open set implies analyticity.

In `doubleOccupancy_unbounded`, the extension to the boundary is a statement about sets. The points satisfying the inequality form a closed set containing the open disc, so by `closure_minimal` that set contains the closed disc. Evaluation at \(2\pi iT\) uses `Complex.exp_pi_mul_I`.

`hasSum_series` matches `coeff` to Mathlib's Taylor theorem on a ball. `summable_norm_iff` picks a point `V` in the disc where the double occupancy exceeds the supposed sum of absolute values, and `tsum_of_norm_bounded` supplies the contradictory upper bound. The last theorem introduces the ratio `q`, compares with `summable_geometric_of_lt_one`, and applies `summable_norm_iff` at the real point \(2\pi T\), which yields the impossible inequality \(2\pi T<2\pi T\).
